# On a periodic grid, $\rho^2=c\rho$ holds exactly when the structure factors obey a discrete Sayre equation

When I refine trial phases for a crystal structure, one step takes the current structure factors $F(k)$, forms the sum $\sum_k F(k)F(h-k)$, and reads a new phase for $F(h)$ from it. The simplest case to justify is that of equal atoms, each on its own single grid point: squaring the density $\rho$ then only multiplies it by a constant $c$.

On a periodic grid of $N$ points I would expect an exact equivalence: $\rho(x)^2=c\,\rho(x)$ at every point if and only if $N c\,F(h)=\sum_k F(k)F(h-k)$ for every reflection $h$. Can this be proved rigorously, in both directions, and checked by machine? And what becomes of it when the atoms have a shape instead of sitting on single grid points?

## Squaring the density is self-convolution of the structure factors

Yes, the equivalence holds for every complex density, every complex $c$ and every $N\ge 1$. For identical atoms with a shape, an equation with form factors follows if no two of them overlap.

Positions $x$ and reflections $h$ are integers modulo $N$. Write $e(t)=\exp(2\pi i t/N)$, which depends only on $t$ modulo $N$, and

$$F(h)=\sum_x \rho(x)\,e(hx).$$

**Orthogonality.** If $y=0$, every term of $\sum_k e(ky)$ is 1 and the sum is $N$. If $y\neq 0$, then $\omega=e(y)$ satisfies $\omega\ne 1$ and $\omega^N=1$, so the sum is $(\omega^N-1)/(\omega-1)=0$.

**Synthesis.** Inserting the definition of $F$ gives

$$\sum_k F(k)\,e(-kx)=\sum_y\rho(y)\sum_k e\big(k(y-x)\big)=N\rho(x).$$

Two densities with the same complex structure factors are therefore equal.

**Convolution.** Let $\sigma$ be a second density, and let a subscript on $F$ name the density it belongs to. Since $e(kx)\,e((h-k)y)=e(hy)\,e(k(x-y))$,

$$\sum_k F_\rho(k)F_\sigma(h-k)=\sum_{x,y}\rho(x)\sigma(y)\,e(hy)\sum_k e\big(k(x-y)\big)=N\sum_x\rho(x)\sigma(x)\,e(hx).$$

With $\sigma=\rho$, the right-hand side is $N F_{\rho^2}(h)$.

**The equivalence.** If $\rho^2=c\rho$, then $F_{\rho^2}=cF$, and the convolution equals $NcF(h)$. Conversely, if the convolution equals $NcF(h)$ for every $h$, then $NF_{\rho^2}(h)=NF_{c\rho}(h)$. Cancelling $N$ shows that $\rho^2$ and $c\rho$ have the same structure factors, so they are equal.

The condition $\rho(x)\,(\rho(x)-c)=0$ says that each grid point carries either 0 or $c$. The density thus consists of point atoms of equal weight $c$ on some set of sites.

**The smallest cells.** For $N=1$ both conditions read $c\,\rho(0)=\rho(0)^2$. For $N=2$ we have $F(0)=\rho(0)+\rho(1)$ and $F(1)=\rho(0)-\rho(1)$, and the Sayre equations are

$$2cF(0)=F(0)^2+F(1)^2,\qquad 2cF(1)=2F(0)F(1).$$

Their sum is $4c\,\rho(0)=4\rho(0)^2$ and their difference is $4c\,\rho(1)=4\rho(1)^2$, which are the two pointwise conditions.

## Atoms with a shape bring in two form factors

Let identical atoms of shape $f$ sit at the sites of a set $S$, so that $\rho(x)=\sum_{a\in S}f(x-a)$. Substituting $y=x-a$ gives

$$F(h)=\sum_{a\in S}\sum_y f(y)\,e(hy)\,e(ha)=F_f(h)\,G(h),\qquad G(h)=\sum_{a\in S}e(ha).$$

The factor $F_f$, the structure factor of a single atom at the origin, is called the form factor of $f$. Suppose that $f(x-a)f(x-b)=0$ for all $x$ whenever $a\neq b$ are sites. The cross terms in $\rho(x)^2$ then vanish, leaving $\rho(x)^2=\sum_{a\in S}f(x-a)^2$. This is again a density of identical atoms, now of shape $f^2$, so $F_{\rho^2}(h)=F_{f^2}(h)\,G(h)$. Multiplying the convolution identity by $F_f(h)$ yields

$$F_f(h)\sum_kF(k)F(h-k)=N F_{f^2}(h)\,F_f(h)\,G(h)=N F_{f^2}(h)\,F(h).$$

At a reflection with $F_f(h)=0$ both sides are zero, and the equation gives no information about the convolution there.

Here is the complete Lean file.

```lean
import Mathlib

noncomputable section

namespace DiscreteSayre

variable {N : ℕ}

/-- The density of identical atoms of shape `f` centred at the sites of `S`. -/
def atomicDensity (S : Finset (ZMod N)) (f : ZMod N → ℂ) (x : ZMod N) : ℂ :=
  ∑ a ∈ S, f (x - a)

/-- Atoms of shape `f` at the sites of `S` are resolved: no two different atoms overlap. -/
def Resolved (S : Finset (ZMod N)) (f : ZMod N → ℂ) : Prop :=
  ∀ a ∈ S, ∀ b ∈ S, a ≠ b → ∀ x, f (x - a) * f (x - b) = 0

variable [NeZero N]

/-- The phase factor of the point `x` in the reflection `h`, on a cell of `N` grid points. -/
def phase (h x : ZMod N) : ℂ := ZMod.stdAddChar (h * x)

/-- The structure factor `F(h)` of the density `ρ`: the sum of `ρ x` times its phase factor. -/
def structureFactor (ρ : ZMod N → ℂ) (h : ZMod N) : ℂ := ∑ x, ρ x * phase h x

/-- For integer `h` and `x` the phase factor is `exp(2πi h x / N)`. -/
theorem phase_intCast (h x : ℤ) :
    phase (h : ZMod N) (x : ZMod N)
      = Complex.exp (2 * Real.pi * Complex.I * (h * x) / N) := by
  have e : (h : ZMod N) * (x : ZMod N) = ((h * x : ℤ) : ZMod N) := (Int.cast_mul h x).symm
  rw [phase, e, ZMod.stdAddChar_coe, Int.cast_mul]

/-- Phase factors multiply when positions are added. -/
theorem phase_add (h x y : ZMod N) : phase h (x + y) = phase h x * phase h y := by
  rw [phase, phase, phase, mul_add, AddChar.map_add_eq_mul]

/-- Summed over all reflections, the phase factors of `y` give `N` at the origin and cancel
elsewhere. -/
theorem sum_phase (y : ZMod N) : ∑ k, phase k y = if y = 0 then (N : ℂ) else 0 := by
  have h := AddChar.sum_mulShift y (ZMod.isPrimitive_stdAddChar N)
  simpa [phase, ZMod.card] using h

/-- Fourier synthesis: the structure factors of all reflections give back `N` times the
density. -/
theorem fourier_synthesis (ρ : ZMod N → ℂ) (x : ZMod N) :
    ∑ k, structureFactor ρ k * phase k (-x) = N * ρ x := by
  calc ∑ k, structureFactor ρ k * phase k (-x)
      = ∑ k, ∑ y, ρ y * phase k (y - x) := by
        refine Finset.sum_congr rfl fun k _ => ?_
        rw [structureFactor, Finset.sum_mul]
        refine Finset.sum_congr rfl fun y _ => ?_
        rw [sub_eq_add_neg, phase_add, mul_assoc]
    _ = ∑ y, ρ y * ∑ k, phase k (y - x) := by
        rw [Finset.sum_comm]
        refine Finset.sum_congr rfl fun y _ => ?_
        rw [Finset.mul_sum]
    _ = N * ρ x := by
        simp only [sum_phase, sub_eq_zero, mul_ite, mul_zero]
        rw [Finset.sum_ite_eq']
        simp only [Finset.mem_univ, if_true]
        ring

/-- Two densities with the same complex structure factors are equal. -/
theorem structureFactor_injective :
    Function.Injective (structureFactor : (ZMod N → ℂ) → ZMod N → ℂ) := by
  intro ρ σ h
  funext x
  have hN : (N : ℂ) ≠ 0 := Nat.cast_ne_zero.mpr (NeZero.ne N)
  apply mul_left_cancel₀ hN
  rw [← fourier_synthesis ρ x, ← fourier_synthesis σ x, h]

/-- The convolution of the structure factors of two densities is `N` times the structure factor
of their pointwise product. -/
theorem convolution (ρ σ : ZMod N → ℂ) (h : ZMod N) :
    ∑ k, structureFactor ρ k * structureFactor σ (h - k)
      = N * structureFactor (fun x => ρ x * σ x) h := by
  have hp : ∀ k x y : ZMod N,
      phase k x * phase (h - k) y = phase h y * phase k (x - y) := by
    intro k x y
    simp only [phase]
    rw [← AddChar.map_add_eq_mul, ← AddChar.map_add_eq_mul]
    congr 1
    ring
  calc ∑ k, structureFactor ρ k * structureFactor σ (h - k)
      = ∑ k, ∑ x, ∑ y, ρ x * σ y * phase h y * phase k (x - y) := by
        refine Finset.sum_congr rfl fun k _ => ?_
        simp only [structureFactor, Finset.sum_mul_sum]
        refine Finset.sum_congr rfl fun x _ => Finset.sum_congr rfl fun y _ => ?_
        linear_combination ρ x * σ y * hp k x y
    _ = ∑ x, ∑ y, ρ x * σ y * phase h y * ∑ k, phase k (x - y) := by
        rw [Finset.sum_comm]
        refine Finset.sum_congr rfl fun x _ => ?_
        rw [Finset.sum_comm]
        refine Finset.sum_congr rfl fun y _ => ?_
        rw [Finset.mul_sum]
    _ = ∑ x, N * (ρ x * σ x * phase h x) := by
        -- orthogonality leaves only the terms with `x = y`
        refine Finset.sum_congr rfl fun x _ => ?_
        simp only [sum_phase, sub_eq_zero, mul_ite, mul_zero]
        rw [Finset.sum_ite_eq]
        simp only [Finset.mem_univ, if_true]
        ring
    _ = N * structureFactor (fun x => ρ x * σ x) h := by
        simp only [structureFactor, Finset.mul_sum]

/-- Discrete Sayre equation: `ρ² = c ρ` at every point exactly when
`N c F(h) = ∑ₖ F(k) F(h - k)` for every reflection `h`. -/
theorem sayre_iff (ρ : ZMod N → ℂ) (c : ℂ) :
    (∀ x, ρ x ^ 2 = c * ρ x) ↔
      ∀ h, N * c * structureFactor ρ h
        = ∑ k, structureFactor ρ k * structureFactor ρ (h - k) := by
  have hN : (N : ℂ) ≠ 0 := Nat.cast_ne_zero.mpr (NeZero.ne N)
  have hs : ∀ h, structureFactor (fun x => c * ρ x) h = c * structureFactor ρ h := by
    intro h
    simp only [structureFactor, Finset.mul_sum, mul_assoc]
  constructor
  · intro H h
    have e : (fun x => ρ x * ρ x) = fun x => c * ρ x :=
      funext fun x => by rw [← sq, H x]
    rw [convolution, e, hs, mul_assoc]
  · intro H x
    -- the densities `ρ²` and `c ρ` have the same structure factors
    have e : (fun x => ρ x * ρ x) = fun x => c * ρ x := by
      apply structureFactor_injective
      funext h
      apply mul_left_cancel₀ hN
      rw [← convolution ρ ρ h, ← H h, hs, mul_assoc]
    rw [sq]
    exact congrFun e x

/-- The Sayre equation with constant `c` holds exactly when the density consists of equal point
atoms of weight `c` on some set of sites. -/
theorem sayre_iff_equal_atoms (ρ : ZMod N → ℂ) (c : ℂ) :
    (∀ h, N * c * structureFactor ρ h
        = ∑ k, structureFactor ρ k * structureFactor ρ (h - k)) ↔
      ∃ S : Finset (ZMod N), ∀ x, ρ x = if x ∈ S then c else 0 := by
  rw [← sayre_iff]
  constructor
  · intro H
    refine ⟨Finset.univ.filter (fun x => ρ x ≠ 0), fun x => ?_⟩
    by_cases hx : ρ x = 0
    · simp [hx]
    · have hm : x ∈ Finset.univ.filter (fun x => ρ x ≠ 0) := by simp [hx]
      rw [if_pos hm]
      exact mul_right_cancel₀ hx (by rw [← sq]; exact H x)
  · rintro ⟨S, hS⟩ x
    rw [hS x]
    split_ifs <;> ring

/-- The structure factor of identical atoms is that of one atom at the origin times the sum of
the phase factors of the sites. -/
theorem structureFactor_atomicDensity (S : Finset (ZMod N)) (f : ZMod N → ℂ) (h : ZMod N) :
    structureFactor (atomicDensity S f) h = structureFactor f h * ∑ a ∈ S, phase h a := by
  rw [structureFactor]
  simp only [atomicDensity, Finset.sum_mul]
  rw [Finset.sum_comm, Finset.mul_sum]
  refine Finset.sum_congr rfl fun a _ => ?_
  -- move the atom at `a` to the origin
  have e := Equiv.sum_comp (Equiv.subRight a) (fun y => f y * phase h y * phase h a)
  simp only [Equiv.subRight_apply] at e
  rw [structureFactor, Finset.sum_mul, ← e]
  refine Finset.sum_congr rfl fun x _ => ?_
  rw [mul_assoc, ← phase_add, sub_add_cancel]

/-- Sayre equation for resolved identical atoms of any shape `f`: the self-convolution of `F`
times the form factor of `f` equals `N F` times the form factor of `f²`. -/
theorem sayre_resolved (S : Finset (ZMod N)) (f : ZMod N → ℂ) (hres : Resolved S f)
    (h : ZMod N) :
    structureFactor f h * ∑ k, structureFactor (atomicDensity S f) k
        * structureFactor (atomicDensity S f) (h - k)
      = N * structureFactor (fun y => f y * f y) h
        * structureFactor (atomicDensity S f) h := by
  -- without overlap, squaring the density squares each atom
  have e : (fun x => atomicDensity S f x * atomicDensity S f x)
      = atomicDensity S (fun y => f y * f y) := by
    funext x
    simp only [atomicDensity, Finset.sum_mul_sum]
    refine Finset.sum_congr rfl fun a ha => ?_
    exact Finset.sum_eq_single_of_mem a ha
      (fun b hb hne => hres a ha b hb hne.symm x)
  rw [convolution, e, structureFactor_atomicDensity, structureFactor_atomicDensity]
  ring

/-- An atom on a cell of six points, with density 2 at its centre and 1 at the next point. -/
def twoPointAtom (y : ZMod 6) : ℕ := if y = 0 then 2 else if y = 1 then 1 else 0

/-- Two such two-point atoms at the sites 0 and 3 of the six-point cell are resolved. -/
theorem resolved_witness :
    Resolved ({0, 3} : Finset (ZMod 6)) (fun y => (twoPointAtom y : ℂ)) := by
  have key : ∀ a ∈ ({0, 3} : Finset (ZMod 6)), ∀ b ∈ ({0, 3} : Finset (ZMod 6)),
      a ≠ b → ∀ x, twoPointAtom (x - a) * twoPointAtom (x - b) = 0 := by decide
  intro a ha b hb hab x
  show (twoPointAtom (x - a) : ℂ) * (twoPointAtom (x - b) : ℂ) = 0
  exact_mod_cast key a ha b hb hab x

end DiscreteSayre
```

```lean
#print axioms DiscreteSayre.phase_intCast
#print axioms DiscreteSayre.sayre_iff_equal_atoms
#print axioms DiscreteSayre.sayre_resolved
```

```
'DiscreteSayre.phase_intCast' depends on axioms: [propext, Classical.choice, Quot.sound]
'DiscreteSayre.sayre_iff_equal_atoms' depends on axioms: [propext, Classical.choice, Quot.sound]
'DiscreteSayre.sayre_resolved' depends on axioms: [propext, Classical.choice, Quot.sound]
```

## How the crystal is represented in Lean

A density is a function `ρ : ZMod N → ℂ`, and `[NeZero N]` expresses $N\ge1$. Reflections are also elements of `ZMod N`, so the index `h - k` wraps around the grid.

The phase factor `phase h x` is Mathlib's standard additive character evaluated at `h * x`. The theorem `phase_intCast` identifies it with $\exp(2\pi i hx/N)$ for integers $h$ and $x$. This fixes the plus sign in the exponent, and `structureFactor` carries no prefactor, which is why $N$ appears in the Sayre equation.

There are three main statements:

- `sayre_iff` says that, for any `ρ` and `c`, the pointwise relation `ρ x ^ 2 = c * ρ x` at all `x` is equivalent to the Sayre equation at all `h`.
- `sayre_iff_equal_atoms` says that the Sayre equation with constant `c` is equivalent to the existence of a finite set `S` of sites on which the density is `c`, with density 0 elsewhere. Physically, `c` is the scattering weight of one point atom.
- `sayre_resolved` is the equation with form factors for `atomicDensity S f`. It is an implication only: it assumes `Resolved S f` and does not recover that condition from the structure factors.

The hypothesis `Resolved S f` stands for atoms far enough apart, compared with their extent, that no grid point receives density from two of them. The theorem `resolved_witness` gives an instance on six points: an atom with density 2 at its centre and 1 at the next point, placed at sites 0 and 3. The total density is $2,1,0,2,1,0$. It takes two different nonzero values, so it satisfies the plain Sayre equation for no $c$, while the version with form factors applies to it.

Sayre's equation is usually written for a continuous density in a three-dimensional cell; these theorems concern a one-dimensional periodic grid. They use all $N$ structure factors as exact complex numbers, whereas a diffraction experiment supplies moduli, with errors and up to a finite resolution. For point atoms of unequal weights the theorems show that the plain equation fails, but they give no equation to replace it. The convergence of phase refinement is not treated.

The convolution identity, proved here in one dimension, also has a use in plane-wave electronic-structure codes: a convolution of Fourier coefficients can be computed by multiplying two periodic functions point by point on an FFT grid. Since the indices wrap modulo $N$, this is guaranteed to give the ordinary convolution for the coefficients of interest only if the grid is large enough that no wrapped terms contribute to them.

## From orthogonal phases to both Sayre equations

`sum_phase` is the orthogonality relation. The derivation above sums a geometric series; Lean takes the result from Mathlib's `AddChar.sum_mulShift`, using the fact that the standard character is primitive. `phase_add` is the rule $e(h(x+y))=e(hx)e(hy)$.

`fourier_synthesis` follows the synthesis step line by line. Its `calc` block first merges the two phases, then exchanges the sums with `Finset.sum_comm`, and finally applies orthogonality, after which `Finset.sum_ite_eq'` picks out the term $y=x$. `structureFactor_injective` applies this to two densities and cancels $N$, which is nonzero in $\mathbb{C}$.

`convolution` is proved for two densities. The local statement `hp` is the phase identity that separates $k$ from $h$, and `linear_combination` inserts it into each term of the triple sum. Two exchanges of summation move the sum over `k` to the inside, where `sum_phase` leaves only $x=y$.

In `sayre_iff`, the auxiliary statement `hs` says that multiplying the density by `c` multiplies its structure factor by `c`. The forward direction rewrites the convolution as $N$ times the transform of $\rho^2$ and replaces $\rho^2$ by $c\rho$. The reverse direction applies `structureFactor_injective`, which reduces equality of the two densities to equality of their structure factors. That equality follows from the assumed Sayre equation after cancelling $N$.

`sayre_iff_equal_atoms` first uses `sayre_iff` to return to the pointwise relation. It then takes `S` to be the points where the density is nonzero, and `mul_right_cancel₀` divides $\rho(x)^2=c\rho(x)$ by $\rho(x)$ there. In the other direction, `split_ifs` checks the values $c$ and 0 separately.

For shaped atoms, `structureFactor_atomicDensity` proves the factorisation $F=F_fG$. The substitution $y=x-a$ is the bijection `Equiv.subRight a`, and `Equiv.sum_comp` states that it leaves the sum unchanged. In `sayre_resolved`, the step `e` shows that squaring the density squares each atom: for each `a`, `Finset.sum_eq_single_of_mem` keeps only the term $b=a$, because `hres` makes the others vanish. Rewriting with `convolution` and using the factorisation for both $f$ and $f^2$ leaves an algebraic identity, which `ring` closes.

The six-point example is settled by `decide`, which checks all sites and positions. For this reason `twoPointAtom` takes natural-number values, and the result is transferred to $\mathbb{C}$ afterwards.
